# With strictly convex energies, zero-temperature ensemble densities are piecewise linear in the electron number and Fukui functions are finite differences

**Question**

To get the Fukui functions of a molecule, I compute its density with one electron fewer, with the actual number and with one more, all at the same geometry, and subtract neighbouring densities. A Fukui function is defined as a derivative of the density with respect to the electron number, yet I am told that at zero temperature these differences are exact, because the ensemble density is linear between integers if the energy is convex in the electron number. Can this be made rigorous, with a machine-checked proof?

**Answer**

Yes, with strict convexity as a hypothesis. The argument compares every energy with one straight line.

## Energies above a line

Let E(k) be the energy with k electrons, k = 0, …, M, and assume for k + 2 ≤ M

2 E(k+1) < E(k) + E(k+2).

Equivalently, the increments E(k+1) − E(k) increase strictly with k. Fix J with J + 1 ≤ M, put s = E(J+1) − E(J), and let

L(k) = E(J) + (k − J) s

be the line through the energies of J and J + 1 electrons. For k ≥ J + 2, going up from J + 1 to k adds k − J − 1 increments, each larger than s, so

E(k) > E(J+1) + (k − J − 1) s = L(k).

For k < J, going down from J to k subtracts J − k increments, each smaller than s, so

E(k) > E(J) − (J − k) s = L(k).

Now take weights p(k) ≥ 0 with Σ p(k) = 1 and Σ k p(k) = J + x. Their average height above the line is

Σ p(k) [E(k) − L(k)] = Σ p(k) E(k) − E(J) − x s
= Σ p(k) E(k) − [(1 − x) E(J) + x E(J+1)].

No term on the left is negative, which gives the lower bound. Equality forces p(k) = 0 except at J and J + 1. Then p(J) + p(J+1) = 1 and J p(J) + (J+1) p(J+1) = J + x, so p(J+1) = x and p(J) = 1 − x.

For 0 ≤ x ≤ 1 these two weights form an admissible ensemble that attains the bound, so it is the only ground ensemble. With N = J + x, the average of any quantity a(k) is therefore

a(J) + (N − J) [a(J+1) − a(J)].

If a(k) is the density ρ(k, r) at a point r, the slope is ρ(J+1, r) − ρ(J, r). This is the Fukui function for adding an electron to J electrons, and also the one for removing an electron from J + 1. If a(k) is the energy, the slopes on either side of J + 1 are minus the ionisation energy and minus the electron affinity of that system, and the chemical potential jumps by their difference.

## What the Lean statements say

`average M p a` is the sum of p(k) a(k) over 0, …, M. `IsEnsemble M N p` says that the weights are nonnegative, normalised and have mean N; `IsGround` adds minimal energy at that mean. Weights are functions on all natural numbers, but only their values up to M matter. `twoState J (J + 1) x` is the mixture of neighbours.

`ConvexEnergies` is the physical hypothesis: for each system with 1 to M − 1 electrons, the ionisation energy exceeds the electron affinity. It is assumed, not derived from a Hamiltonian. Every theorem from `frontier_line` to `chemical_potential_jump` has it as a hypothesis, even where the docstring does not repeat it. `parabola_witness` shows that it can be met: for E(k) = (η/2) k² − χ k, with any real constant χ, the second difference is η > 0, the hardness defined as ionisation energy minus electron affinity.

`ensemble_energy_bound` contains the bound and its equality case, `ground_iff` identifies the ground ensemble, and `exists_ground` supplies one for every N from 0 to M when M ≥ 1. In `fukui_finite_difference`, `P` picks a ground ensemble for each such N, and `HasDerivWithinAt` on `Set.Ici` or `Set.Iic` is a right or left derivative. `X` is any type of points, so the derivative is taken pointwise in r.

The model has one energy and one density for each electron number, at fixed geometry and zero temperature. With degenerate ground states, ρ(k, r) is a choice that has been made beforehand. Within this finite model, the theorem supports computing Fukui functions from integer-electron densities; it does not address the accuracy of those densities or what an approximate functional gives at fractional charge.

```lean
import Mathlib

namespace EnsembleFukui

noncomputable section

/-- The average of an observable with value `a k` in the `k`-electron state, for weights `p k`
on the electron numbers `0, …, M`. -/
def average (M : ℕ) (p a : ℕ → ℝ) : ℝ := ∑ k ∈ Finset.range (M + 1), p k * a k

/-- Nonnegative, normalised weights on `0, …, M` electrons with mean electron number `N`. -/
def IsEnsemble (M : ℕ) (N : ℝ) (p : ℕ → ℝ) : Prop :=
  (∀ k ≤ M, 0 ≤ p k) ∧ average M p (fun _ => 1) = 1 ∧ average M p (fun k => (k : ℝ)) = N

/-- An ensemble of lowest average energy among those with mean electron number `N`. -/
def IsGround (E : ℕ → ℝ) (M : ℕ) (N : ℝ) (p : ℕ → ℝ) : Prop :=
  IsEnsemble M N p ∧ ∀ q, IsEnsemble M N q → average M p E ≤ average M q E

/-- Strict convexity of the energy in the electron number, up to `M` electrons. -/
def ConvexEnergies (M : ℕ) (E : ℕ → ℝ) : Prop :=
  ∀ k, k + 2 ≤ M → 2 * E (k + 1) < E k + E (k + 2)

/-- The mixture with weight `1 - x` on `i` electrons and `x` on `j` electrons. -/
def twoState (i j : ℕ) (x : ℝ) (k : ℕ) : ℝ :=
  (if k = i then 1 - x else 0) + (if k = j then x else 0)

variable {M J : ℕ} {E p : ℕ → ℝ} {x : ℝ}

/-- A parabolic energy with positive hardness `η` is strictly convex in the electron number. -/
theorem parabola_witness (M : ℕ) (χ : ℝ) {η : ℝ} (hη : 0 < η) :
    ConvexEnergies M (fun k => η / 2 * (k : ℝ) ^ 2 - χ * k) := by
  intro k _
  push_cast
  nlinarith

/-- The straight line through the energies of `J` and `J + 1` electrons lies strictly below
the energy of every other electron number. -/
theorem frontier_line (hE : ConvexEnergies M E) (hJ : J + 1 ≤ M) {k : ℕ} (hk : k ≤ M)
    (h1 : k ≠ J) (h2 : k ≠ J + 1) :
    E J + ((k : ℝ) - J) * (E (J + 1) - E J) < E k := by
  rcases lt_or_gt_of_ne h1 with h | h
  · -- fewer electrons: step downwards from `J`
    have down : ∀ d i : ℕ, i + d + 1 = J → E (i + 1) - E i < E (J + 1) - E J ∧
        E J - ((d : ℝ) + 1) * (E (J + 1) - E J) < E i := by
      intro d
      induction d with
      | zero =>
        intro i hi
        have e : J = i + 1 := by omega
        have h : 2 * E (i + 1) < E i + E (i + 1 + 1) := hE i (by omega)
        rw [e, Nat.cast_zero]
        constructor <;> linarith
      | succ d ih =>
        intro i hi
        obtain ⟨a, b⟩ := ih (i + 1) (by omega)
        have h : 2 * E (i + 1) < E i + E (i + 1 + 1) := hE i (by omega)
        push_cast
        constructor <;> linarith
    obtain ⟨d, hd⟩ : ∃ d, k + d + 1 = J := ⟨J - k - 1, by omega⟩
    have c : (k : ℝ) + d + 1 = J := by exact_mod_cast hd
    have := (down d k hd).2
    rw [show (k : ℝ) - J = -((d : ℝ) + 1) by linarith]
    linarith
  · -- more electrons: step upwards from `J + 1`
    have up : ∀ d : ℕ, J + d + 2 ≤ M → E (J + 1) - E J < E (J + d + 2) - E (J + d + 1) ∧
        E J + ((d : ℝ) + 2) * (E (J + 1) - E J) < E (J + d + 2) := by
      intro d
      induction d with
      | zero =>
        intro hd
        have h := hE J (by omega)
        simp only [add_zero, Nat.cast_zero]
        constructor <;> linarith
      | succ d ih =>
        intro hd
        obtain ⟨a, b⟩ := ih (by omega)
        have h : 2 * E (J + d + 2) < E (J + d + 1) + E (J + d + 3) := hE (J + d + 1) (by omega)
        rw [show J + (d + 1) + 2 = J + d + 3 by omega, show J + (d + 1) + 1 = J + d + 2 by omega]
        push_cast
        constructor <;> linarith
    obtain ⟨d, hd⟩ : ∃ d, k = J + d + 2 := ⟨k - J - 2, by omega⟩
    have c : (k : ℝ) = J + d + 2 := by exact_mod_cast hd
    have := (up d (by omega)).2
    rw [show (k : ℝ) - J = (d : ℝ) + 2 by linarith, hd]
    exact this

lemma average_congr {q : ℕ → ℝ} (h : ∀ k ≤ M, p k = q k) (a : ℕ → ℝ) :
    average M p a = average M q a :=
  Finset.sum_congr rfl fun k hk => by rw [h k (by have := Finset.mem_range.1 hk; omega)]

lemma average_twoState {i j : ℕ} (hi : i ≤ M) (hj : j ≤ M) (x : ℝ) (a : ℕ → ℝ) :
    average M (twoState i j x) a = (1 - x) * a i + x * a j := by
  have hi' : i < M + 1 := by omega
  have hj' : j < M + 1 := by omega
  simp [average, twoState, add_mul, Finset.sum_add_distrib, ite_mul, hi', hj']

lemma twoState_isEnsemble {i j : ℕ} (hi : i ≤ M) (hj : j ≤ M) (h0 : 0 ≤ x) (h1 : x ≤ 1) :
    IsEnsemble M ((1 - x) * i + x * j) (twoState i j x) := by
  refine ⟨fun k _ => ?_, ?_, average_twoState hi hj x _⟩
  · unfold twoState
    split_ifs <;> linarith
  · rw [average_twoState hi hj]
    ring

/-- An ensemble with mean electron number `J + x` has at least the energy interpolated between
`J` and `J + 1` electrons, with equality exactly for weights `1 - x` and `x` on these two. -/
theorem ensemble_energy_bound (hE : ConvexEnergies M E) (hJ : J + 1 ≤ M)
    (hp : IsEnsemble M (J + x) p) :
    (1 - x) * E J + x * E (J + 1) ≤ average M p E ∧
    (average M p E = (1 - x) * E J + x * E (J + 1) ↔
      ∀ k ≤ M, p k = twoState J (J + 1) x k) := by
  obtain ⟨hpos, hone, hmean⟩ := hp
  -- the excess energy is the average height above the frontier line
  have excess : ∑ k ∈ Finset.range (M + 1),
      p k * (E k - (E J + ((k : ℝ) - J) * (E (J + 1) - E J))) =
      average M p E - ((1 - x) * E J + x * E (J + 1)) := by
    have split : ∑ k ∈ Finset.range (M + 1),
        p k * (E k - (E J + ((k : ℝ) - J) * (E (J + 1) - E J))) =
        average M p E - (E J - J * (E (J + 1) - E J)) * average M p (fun _ => 1)
          - (E (J + 1) - E J) * average M p (fun k => (k : ℝ)) := by
      unfold average
      rw [Finset.mul_sum, Finset.mul_sum, ← Finset.sum_sub_distrib, ← Finset.sum_sub_distrib]
      exact Finset.sum_congr rfl fun k _ => by ring
    rw [split, hone, hmean]
    ring
  have nonneg : ∀ k ∈ Finset.range (M + 1),
      0 ≤ p k * (E k - (E J + ((k : ℝ) - J) * (E (J + 1) - E J))) := by
    intro k hk
    have hkM : k ≤ M := by have := Finset.mem_range.1 hk; omega
    refine mul_nonneg (hpos k hkM) ?_
    by_cases h1 : k = J
    · rw [h1]; linarith
    by_cases h2 : k = J + 1
    · rw [h2]; push_cast; linarith
    linarith [frontier_line hE hJ hkM h1 h2]
  refine ⟨by linarith [Finset.sum_nonneg nonneg], fun heq => ?_, fun h => ?_⟩
  · -- equality empties every state off the line
    have hz := (Finset.sum_eq_zero_iff_of_nonneg nonneg).1 (by rw [excess, heq, sub_self])
    have off : ∀ k ≤ M, k ≠ J → k ≠ J + 1 → p k = 0 := by
      intro k hk h1 h2
      rcases mul_eq_zero.1 (hz k (Finset.mem_range.2 (by omega))) with h | h
      · exact h
      · linarith [frontier_line hE hJ hk h1 h2]
    have two : ∀ a : ℕ → ℝ, average M p a = p J * a J + p (J + 1) * a (J + 1) := by
      intro a
      rw [← Finset.sum_pair (f := fun k => p k * a k) (show J ≠ J + 1 by omega)]
      symm
      apply Finset.sum_subset
      · intro k hk
        simp only [Finset.mem_insert, Finset.mem_singleton] at hk
        exact Finset.mem_range.2 (by omega)
      · intro k hk hn
        simp only [Finset.mem_insert, Finset.mem_singleton, not_or] at hn
        rw [off k (by have := Finset.mem_range.1 hk; omega) hn.1 hn.2, zero_mul]
    -- normalisation and mean fix the two remaining weights
    rw [two] at hone hmean
    push_cast at hmean
    have hb : p (J + 1) = x := by linear_combination hmean - (J : ℝ) * hone
    have ha : p J = 1 - x := by linarith
    intro k hk
    by_cases h1 : k = J
    · subst h1; simp [twoState, ha]
    by_cases h2 : k = J + 1
    · subst h2; simp [twoState, hb]
    simp [twoState, h1, h2, off k hk h1 h2]
  · rw [average_congr h, average_twoState (by omega) hJ]

/-- For mean electron number `J + x` with `0 ≤ x ≤ 1`, the ground ensemble is exactly the
mixture of `J` and `J + 1` electrons with weights `1 - x` and `x`. -/
theorem ground_iff (hE : ConvexEnergies M E) (hJ : J + 1 ≤ M) (h0 : 0 ≤ x) (h1 : x ≤ 1) :
    IsGround E M (J + x) p ↔ ∀ k ≤ M, p k = twoState J (J + 1) x k := by
  have hq : IsEnsemble M (J + x) (twoState J (J + 1) x) := by
    have h := twoState_isEnsemble (M := M) (i := J) (j := J + 1) (by omega) hJ h0 h1
    have e : (1 - x) * (J : ℝ) + x * ((J + 1 : ℕ) : ℝ) = J + x := by push_cast; ring
    rwa [e] at h
  have hv := average_twoState (M := M) (i := J) (j := J + 1) (by omega) hJ x E
  constructor
  · rintro ⟨hp, hmin⟩
    have b := ensemble_energy_bound hE hJ hp
    exact b.2.1 (le_antisymm (hv ▸ hmin _ hq) b.1)
  · intro h
    refine ⟨⟨fun k hk => ?_, (average_congr h _).trans hq.2.1,
      (average_congr h _).trans hq.2.2⟩, fun r hr => ?_⟩
    · rw [h k hk]; exact hq.1 k hk
    · rw [average_congr h, hv]; exact (ensemble_energy_bound hE hJ hr).1

/-- A ground ensemble exists for every mean electron number between `0` and `M`. -/
theorem exists_ground (hE : ConvexEnergies M E) (hM : 1 ≤ M) {N : ℝ}
    (hN : N ∈ Set.Icc (0 : ℝ) M) : ∃ p, IsGround E M N p := by
  obtain ⟨J, hJ, h0, h1⟩ : ∃ J : ℕ, J + 1 ≤ M ∧ 0 ≤ N - J ∧ N - J ≤ 1 := by
    rcases eq_or_lt_of_le hN.2 with h | h
    · obtain ⟨m, hm⟩ : ∃ m, M = m + 1 := ⟨M - 1, by omega⟩
      have c : (M : ℝ) = m + 1 := by exact_mod_cast hm
      exact ⟨m, by omega, by linarith, by linarith⟩
    · have hf := (Nat.floor_lt hN.1).2 h
      exact ⟨⌊N⌋₊, by omega, by linarith [Nat.floor_le hN.1],
        by linarith [Nat.lt_floor_add_one N]⟩
  have h := (ground_iff hE hJ h0 h1).2 (fun k _ => rfl)
  rw [show (J : ℝ) + (N - J) = N by ring] at h
  exact ⟨_, h⟩

/-- Between `J` and `J + 1` electrons every ground-ensemble average is linear in the mean
electron number. -/
theorem ground_average_linear (hE : ConvexEnergies M E) (hJ : J + 1 ≤ M) {N : ℝ}
    (hN : N ∈ Set.Icc (J : ℝ) (J + 1)) (hp : IsGround E M N p) (a : ℕ → ℝ) :
    average M p a = a J + (N - J) * (a (J + 1) - a J) := by
  have hp' : IsGround E M (J + (N - J)) p := by
    rw [show (J : ℝ) + (N - J) = N by ring]; exact hp
  have h := (ground_iff hE hJ (by linarith [hN.1]) (by linarith [hN.2])).1 hp'
  rw [average_congr h, average_twoState (by omega) hJ]
  ring

/-- The ground-ensemble density at a point `r` has right derivative `ρ (J+1) r - ρ J r` in the
electron number at `J`, and the same left derivative at `J + 1`. -/
theorem fukui_finite_difference {X : Type*} (hE : ConvexEnergies M E) (hJ : J + 1 ≤ M)
    {P : ℝ → ℕ → ℝ} (hP : ∀ N ∈ Set.Icc (0 : ℝ) M, IsGround E M N (P N))
    (ρ : ℕ → X → ℝ) (r : X) :
    HasDerivWithinAt (fun N => average M (P N) (fun k => ρ k r))
      (ρ (J + 1) r - ρ J r) (Set.Ici (J : ℝ)) (J : ℝ) ∧
    HasDerivWithinAt (fun N => average M (P N) (fun k => ρ k r))
      (ρ (J + 1) r - ρ J r) (Set.Iic ((J + 1 : ℕ) : ℝ)) ((J + 1 : ℕ) : ℝ) := by
  have hJM : (J : ℝ) + 1 ≤ M := by exact_mod_cast hJ
  have hJ0 : (0 : ℝ) ≤ J := Nat.cast_nonneg J
  have lin : ∀ t ∈ Set.Icc (J : ℝ) (J + 1), average M (P t) (fun k => ρ k r) =
      ρ J r + (t - J) * (ρ (J + 1) r - ρ J r) := fun t ht =>
    ground_average_linear hE hJ ht
      (hP t ⟨by linarith [ht.1], by linarith [ht.2]⟩) (fun k => ρ k r)
  -- the slope on the closed segment, including both ends
  have seg : ∀ N ∈ Set.Icc (J : ℝ) (J + 1),
      HasDerivWithinAt (fun N => average M (P N) (fun k => ρ k r))
        (ρ (J + 1) r - ρ J r) (Set.Icc (J : ℝ) (J + 1)) N := by
    intro N hN
    have h := (((hasDerivAt_id' N).sub_const (J : ℝ)).mul_const
      (ρ (J + 1) r - ρ J r)).const_add (ρ J r)
    exact (h.congr_deriv (one_mul _)).hasDerivWithinAt.congr lin (lin N hN)
  have hlt : (J : ℝ) < J + 1 := by linarith
  constructor
  · exact (seg J ⟨le_refl _, hlt.le⟩).mono_of_mem_nhdsWithin (Icc_mem_nhdsGE hlt)
  · rw [show ((J + 1 : ℕ) : ℝ) = (J : ℝ) + 1 by norm_num]
    exact (seg (J + 1) ⟨hlt.le, le_refl _⟩).mono_of_mem_nhdsWithin (Icc_mem_nhdsLE hlt)

/-- At `J + 1` electrons the ground-ensemble energy has left slope `E (J+1) - E J` and a strictly
larger right slope `E (J+2) - E (J+1)`. -/
theorem chemical_potential_jump (hE : ConvexEnergies M E) (hJ : J + 2 ≤ M)
    {P : ℝ → ℕ → ℝ} (hP : ∀ N ∈ Set.Icc (0 : ℝ) M, IsGround E M N (P N)) :
    HasDerivWithinAt (fun N => average M (P N) E) (E (J + 1) - E J)
      (Set.Iic ((J + 1 : ℕ) : ℝ)) ((J + 1 : ℕ) : ℝ) ∧
    HasDerivWithinAt (fun N => average M (P N) E) (E (J + 2) - E (J + 1))
      (Set.Ici ((J + 1 : ℕ) : ℝ)) ((J + 1 : ℕ) : ℝ) ∧
    E (J + 1) - E J < E (J + 2) - E (J + 1) :=
  ⟨(fukui_finite_difference hE (by omega) hP (fun k (_ : Unit) => E k) ()).2,
    (fukui_finite_difference (J := J + 1) hE hJ hP (fun k (_ : Unit) => E k) ()).1,
    by linarith [hE J hJ]⟩

/-- If strict convexity fails at `J + 1` electrons, the equal mixture of `J` and `J + 2` electrons
has mean `J + 1` and an energy no higher than that of the `J + 1` electron state. -/
theorem disproportionation (hJ : J + 2 ≤ M) (h : E J + E (J + 2) ≤ 2 * E (J + 1)) :
    IsEnsemble M (J + 1) (twoState J (J + 2) (1 / 2)) ∧
    average M (twoState J (J + 2) (1 / 2)) E ≤ E (J + 1) := by
  constructor
  · have hq := twoState_isEnsemble (M := M) (i := J) (j := J + 2) (x := 1 / 2)
      (by omega) hJ (by norm_num) (by norm_num)
    have e : (1 - 1 / 2) * (J : ℝ) + 1 / 2 * ((J + 2 : ℕ) : ℝ) = J + 1 := by push_cast; ring
    rwa [e] at hq
  · rw [average_twoState (by omega) hJ]
    linarith

end

end EnsembleFukui
```

```lean
#print axioms EnsembleFukui.exists_ground
-- 'EnsembleFukui.exists_ground' depends on axioms: [propext, Classical.choice, Quot.sound]
#print axioms EnsembleFukui.fukui_finite_difference
-- 'EnsembleFukui.fukui_finite_difference' depends on axioms: [propext, Classical.choice, Quot.sound]
#print axioms EnsembleFukui.chemical_potential_jump
-- 'EnsembleFukui.chemical_potential_jump' depends on axioms: [propext, Classical.choice, Quot.sound]
#print axioms EnsembleFukui.disproportionation
-- 'EnsembleFukui.disproportionation' depends on axioms: [propext, Classical.choice, Quot.sound]
```

## How the proof follows the derivation

`frontier_line` places the other energies above the line by two inductions, `down` from J and `up` from J + 1. Each carries two inequalities together: the comparison of the current increment with s, and the height above the line. Convexity supplies the next increment, and `linarith` combines the inequalities.

In `ensemble_energy_bound`, `excess` is the identity for the average height and `nonneg` the sign of each term. A sum of nonnegative terms vanishes only if every term does; this gives `off`, the empty states. `two` then reduces every average to two terms, and normalisation and mean fix the weights.

`ground_iff` compares a ground ensemble with the two-state mixture, which has the lowest possible energy. `exists_ground` takes J as the integer part of N, except at N = M, where it takes M − 1. `ground_average_linear` reads off the linear formula.

For the derivatives, `seg` differentiates that formula on the closed segment from J to J + 1. Near either end, the segment coincides with the half-line pointing into it, so the result is a one-sided derivative. `chemical_potential_jump` applies the same theorem to the energy, treated as a density on a single point.

## Without convexity

Take M = 2 and E(0) = 0, E(1) = −1, E(2) = −3. The one-electron system has ionisation energy 1 and affinity 2, so convexity fails. These are model numbers, not energies of real electrons in a fixed external potential: because electrons repel each other, E(0) = 0 would then imply E(2) ≥ 2 E(1) = −2. At mean N the energy is

Σ p(k) E(k) = −(3/2) N + p(1)/2,

which is lowest when p(1) = 0. The ground ensemble mixes 0 and 2 electrons, and the density has slope [ρ(2, r) − ρ(0, r)]/2 instead of ρ(1, r) − ρ(0, r) between 0 and 1. At N = 1 the mixture has energy −3/2, below the one-electron value −1. `disproportionation` proves the general form of this last comparison: where strict convexity fails at J + 1, the equal mixture of J and J + 2 electrons has an energy no higher than E(J+1).
